# In two-photon annihilation, the pair's energy and momentum and one photon's direction fix that photon's energy

A pair of total energy `2 * m` and momentum `P`, with `‖P‖ < 2 * m`, annihilates into two photons, the first emitted along a unit vector `n`; energy and momentum are in the same units, and `P` and `n` lie in a real inner product space. The lemma says that a real number `w` is positive and satisfies the energy balance `w + ‖P - w • n‖ = 2 * m` exactly when w = (4m² − ‖P‖²) / (4m − 2 P·n). From the balance, the proof reaches the formula by squaring the second photon's energy. For the converse it shows that `w` is positive and at most `2 * m`, then recovers the second photon's energy `2 * m - w` by comparing squares.

An attempt in Lean 4 with a fault in it:

```lean
import Mathlib

open Topology

namespace IsPhotonPairIff

noncomputable section

variable {V : Type*} [NormedAddCommGroup V] [InnerProductSpace ℝ V]

/-- Momentum of the second photon when a pair of momentum `P` emits a first photon of energy `w`
along `n`, which is meant to be a unit vector. -/
def secondPhoton (P n : V) (w : ℝ) : V := P - w • n

/-- Energy balance of two-photon annihilation: a pair of total energy `2m` and momentum `P` emits a
photon of energy `w > 0` along `n`, which is meant to be a unit vector, and the second photon
carries the rest. -/
def IsPhotonPair (m : ℝ) (P n : V) (w : ℝ) : Prop :=
  0 < w ∧ w + ‖secondPhoton P n w‖ = 2 * m

/-- Squared energy of the second photon, for a unit vector `n`. -/
theorem secondPhoton_norm_sq {n : V} (hn : ‖n‖ = 1) (P : V) (w : ℝ) :
    ‖secondPhoton P n w‖ ^ 2 = ‖P‖ ^ 2 - 2 * w * inner ℝ P n + w ^ 2 := by
  rw [secondPhoton, norm_sub_sq_real, real_inner_smul_right, norm_smul, hn, mul_one,
    Real.norm_eq_abs, sq_abs]
  ring

/-- For a pair of total energy `2m` with `‖P‖ < 2m` and a unit vector `n`, the conservation laws
hold for exactly one photon energy along `n`, namely `(4m² - ‖P‖²) / (4m - 2 P·n)`. -/
theorem isPhotonPair_iff {m w : ℝ} {P n : V} (hn : ‖n‖ = 1) (hP : ‖P‖ < 2 * m) :
    IsPhotonPair m P n w ↔
      w = (4 * m ^ 2 - ‖P‖ ^ 2) / (4 * m - 2 * inner ℝ P n) := by
  have hd : 0 < 4 * m - 2 * inner ℝ P n := by
    have h := real_inner_le_norm P n
    rw [hn, mul_one] at h
    linarith
  have hs := secondPhoton_norm_sq hn P w
  constructor
  · rintro ⟨_, h⟩
    have hk : ‖secondPhoton P n w‖ = 2 * m - w := by linarith
    rw [hk] at hs
    rw [eq_div_iff hd.ne']
    -- the squares of `w` cancel
    linear_combination (-1) * hs
  · intro h
    have hpos : 0 < w := by
      rw [h]
      exact div_pos (by nlinarith [norm_nonneg P]) hd
    rw [eq_div_iff hd.ne'] at h
    -- the second photon has nonnegative energy
    have hle : w ≤ 2 * m := by
      refine le_of_mul_le_mul_right ?_ hd
      nlinarith [sq_nonneg ‖secondPhoton P n (2 * m)‖, secondPhoton_norm_sq hn P (2 * m)]
    have hk : ‖secondPhoton P n w‖ = 2 * m - w := by
      refine (sq_eq_sq₀ (norm_nonneg _) (by linarith)).mp ?_
      linear_combination hs - h
    exact ⟨hpos, by rw [hk]; ring⟩

end

end IsPhotonPairIff
```

Messages:

```
Main.lean:56:6: error: ring failed, ring expressions not equal
V : Type u_1
inst✝¹ : NormedAddCommGroup V
inst✝ : InnerProductSpace ℝ V
m w : ℝ
P n : V
hn : ‖n‖ = 1
hP : ‖P‖ < 2 * m
hd : 0 < 4 * m - 2 * inner ℝ P n
hs : ‖secondPhoton P n w‖ ^ 2 = ‖P‖ ^ 2 - 2 * w * inner ℝ P n + w ^ 2
h : w * (4 * m - 2 * inner ℝ P n) = 4 * m ^ 2 - ‖P‖ ^ 2
hpos : 0 < w
hle : w ≤ 2 * m
⊢ ‖P‖ ^ 2 * 2 - w * inner ℝ P n * 4 + w * m * 8 - m ^ 2 * 8 = 0
```

Cause. The error is a wrong sign in the converse direction. The goal there is that `‖secondPhoton P n w‖ ^ 2` equals `(2 * m - w) ^ 2`. `linear_combination` takes the goal's left side minus its right, subtracts the same difference for the combination of hypotheses it is given, and asks `ring1` to show that the result is zero.

Subtracting `hs` from the goal leaves `4 * m * w - 2 * w * inner ℝ P n - 4 * m ^ 2 + ‖P‖ ^ 2`. This is exactly the left side of `h` minus its right, so `h` has to be added to the combination. With `hs - h` it is counted a second time instead of cancelling, and the expression in the message is twice that difference. It is zero by `h`, but `ring1` does not use hypotheses.

With `hs + h` everything cancels and the step closes.

The repair, with which the file compiles:

```diff
@@ -54,5 +54,5 @@
     have hk : ‖secondPhoton P n w‖ = 2 * m - w := by
       refine (sq_eq_sq₀ (norm_nonneg _) (by linarith)).mp ?_
-      linear_combination hs - h
+      linear_combination hs + h
     exact ⟨hpos, by rw [hk]; ring⟩
 
```
